# Toeplitz–Hausdorff theorem: the expectation values of a finite complex matrix in all unit vectors form a convex set

A pure state is represented here by a normalised vector, not by a ray, so vectors that differ by a phase count as different representatives of the same physical state. This does no harm, because expectation values don't depend on the phase, and it leaves the phase free to be adjusted in the proof. The vectors are functions `n → ℂ` on a finite index set `n`, which labels the members of an orthonormal basis, for example spin projections, lattice sites or orthonormal orbitals. Infinite-dimensional Hilbert spaces are not covered.

```lean
import Mathlib

open Matrix

namespace ToeplitzHausdorff

noncomputable section

variable {n : Type*} [Fintype n]
```

For a matrix A and a normalised vector x, the expectation value is

⟨x, Ax⟩ = Σᵢⱼ conj(xᵢ) Aᵢⱼ xⱼ.

The inner product is conjugate-linear in its first argument. In Lean, `star x` conjugates the components, `⬝ᵥ` is the sum of products without conjugation, and `*ᵥ` applies the matrix. A need not be Hermitian, so the value is in general complex. The definition `expVal` applies the same formula to every vector; for a nonzero vector that is not normalised, the result is the physical expectation value multiplied by ⟨x, x⟩.

```lean
/-- The expectation value `⟨x, A x⟩` of a matrix `A` in the vector `x`. -/
def expVal (A : Matrix n n ℂ) (x : n → ℂ) : ℂ := star x ⬝ᵥ A *ᵥ x
```

Normalisation is the equation ⟨x, x⟩ = Σᵢ |xᵢ|² = 1, written with the same dot product.

```lean
/-- A pure state: a vector of unit norm. -/
def IsState (x : n → ℂ) : Prop := star x ⬝ᵥ x = 1
```

The numerical range collects the values ⟨x, Ax⟩ over all normalised x.

```lean
/-- The numerical range of `A`: all expectation values of `A` in pure states. -/
def numericalRange (A : Matrix n n ℂ) : Set ℂ := {w | ∃ x, IsState x ∧ expVal A x = w}
```

For a family of matrices Hₖ, the joint range contains a real tuple v if a single state x gives ⟨x, Hₖx⟩ = vₖ for every k. States with a non-real expectation value contribute nothing to it; for Hermitian matrices there are none.

```lean
/-- The joint range of a family of matrices: all tuples of real numbers that are the expectation
values of the whole family in one pure state. -/
def jointRange {ι : Type*} (H : ι → Matrix n n ℂ) : Set (ι → ℝ) :=
  {v | ∃ x, IsState x ∧ ∀ k, expVal (H k) x = (v k : ℂ)}
```

The Pauli matrices σx, σy, σz, numbered 0, 1, 2, will serve as an example of three Hermitian matrices whose joint range is not convex.

```lean
/-- The three Pauli matrices. -/
def pauli : Fin 3 → Matrix (Fin 2) (Fin 2) ℂ :=
  ![!![0, 1; 1, 0], !![0, -Complex.I; Complex.I, 0], !![1, 0; 0, -1]]
```

## Interference and normalisation

Take real amplitudes s and t. Conjugation leaves them unchanged, and expanding both arguments of the inner product gives

⟨sx + ty, A(sx + ty)⟩ = s²⟨x, Ax⟩ + t²⟨y, Ay⟩ + st(⟨x, Ay⟩ + ⟨y, Ax⟩).

The last term is the interference term. The identity holds for all vectors x and y, and its left side is the physical expectation value only if sx + ty is normalised. In the proof `simp only` performs the expansion and `ring` collects the terms.

```lean
/-- The expectation value in a superposition with real amplitudes is the sum of the two
direct terms and an interference term. -/
theorem expVal_superpose (A : Matrix n n ℂ) (x y : n → ℂ) (s t : ℝ) :
    expVal A ((s : ℂ) • x + (t : ℂ) • y) = s ^ 2 * expVal A x + t ^ 2 * expVal A y
      + s * t * (star x ⬝ᵥ A *ᵥ y + star y ⬝ᵥ A *ᵥ x) := by
  have hs : ∀ r : ℝ, star (r : ℂ) = r := Complex.conj_ofReal
  simp only [expVal, star_add, star_smul, Matrix.mulVec_add, Matrix.mulVec_smul,
    add_dotProduct, dotProduct_add, smul_dotProduct, dotProduct_smul, smul_eq_mul, hs]
  ring
```

A superposition is usually not normalised, so it helps to have a criterion that ignores length. Suppose x ≠ 0 and ⟨x, Ax⟩ = w⟨x, x⟩. Some component of x is nonzero, hence r = Σᵢ |xᵢ|² > 0. With c = 1/√r,

⟨cx, cx⟩ = c²r = 1,
⟨cx, A(cx)⟩ = c²wr = w.

Thus w belongs to the numerical range. The first half of the proof establishes that ⟨x, x⟩ is a positive real number, and the second half checks these two equations.

```lean
/-- If a nonzero vector satisfies `⟨x, A x⟩ = w ⟨x, x⟩`, then `w` is the expectation value of
`A` in some pure state. -/
theorem mem_numericalRange_of_ne_zero (A : Matrix n n ℂ) {x : n → ℂ} (hx : x ≠ 0) {w : ℂ}
    (h : expVal A x = w * (star x ⬝ᵥ x)) : w ∈ numericalRange A := by
  have hs : ∀ r : ℝ, star (r : ℂ) = r := Complex.conj_ofReal
  obtain ⟨r, hr, hn⟩ : ∃ r : ℝ, 0 < r ∧ star x ⬝ᵥ x = (r : ℂ) := by
    obtain ⟨i, hi⟩ := Function.ne_iff.1 hx
    refine ⟨∑ i, Complex.normSq (x i), Finset.sum_pos' (fun i _ => Complex.normSq_nonneg _)
      ⟨i, Finset.mem_univ i, Complex.normSq_pos.2 hi⟩, ?_⟩
    simp only [dotProduct, Pi.star_apply, Complex.ofReal_sum]
    refine Finset.sum_congr rfl fun i _ => ?_
    rw [Complex.normSq_eq_conj_mul_self]
    rfl
  -- rescale by the inverse norm
  obtain ⟨c, hc⟩ : ∃ c : ℝ, c * c * r = 1 :=
    ⟨(√r)⁻¹, by rw [← mul_inv, Real.mul_self_sqrt hr.le, inv_mul_cancel₀ hr.ne']⟩
  have hc' : (c : ℂ) * c * r = 1 := by exact_mod_cast hc
  rw [hn] at h
  unfold expVal at h
  refine ⟨(c : ℂ) • x, ?_, ?_⟩
  · simp only [IsState, star_smul, smul_dotProduct, dotProduct_smul, smul_eq_mul, hs, hn]
    linear_combination hc'
  · simp only [expVal, star_smul, Matrix.mulVec_smul, smul_dotProduct, dotProduct_smul,
      smul_eq_mul, hs, h]
    linear_combination w * hc'
```

## A phase that aligns the interference term

Let g and h be complex numbers and d ≠ 0 a direction in the complex plane. We want a phase c, with |c| = 1, for which cg + conj(c)h is a real multiple of d. Write g = g′d and h = kd. Then

cg′ + conj(c)k = c(g′ − conj(k)) + [c conj(k) + conj(c)k].

The bracket equals 2 Re(c conj(k)) and is real for every c. It remains to make cu real, where u = g′ − conj(k). If u = 0, take c = 1; otherwise take c = conj(u)/|u|, which gives cu = |u|. The inner statement `phase` is this choice of c.

```lean
/-- For any two complex amplitudes `g`, `h` and any direction `d ≠ 0` in the complex plane,
a phase `c` turns the interference term `c g + c* h` into a real multiple of `d`. -/
theorem exists_phase (g h : ℂ) {d : ℂ} (hd : d ≠ 0) :
    ∃ c : ℂ, star c * c = 1 ∧ ∃ r : ℝ, c * g + star c * h = r * d := by
  -- a phase rotates any complex number onto the real axis
  have phase : ∀ u : ℂ, ∃ c : ℂ, star c * c = 1 ∧ ∃ r : ℝ, c * u = r := by
    intro u
    by_cases hu : u = 0
    · exact ⟨1, by simp, 0, by simp [hu]⟩
    have hN : (‖u‖ : ℂ) ≠ 0 := by exact_mod_cast norm_ne_zero_iff.2 hu
    have h1 : starRingEnd ℂ u * u = (‖u‖ : ℂ) ^ 2 := by
      rw [mul_comm, Complex.mul_conj, Complex.normSq_eq_norm_sq]
      push_cast
      rfl
    refine ⟨starRingEnd ℂ u / ‖u‖, ?_, ‖u‖, ?_⟩
    · change starRingEnd ℂ (starRingEnd ℂ u / ‖u‖) * (starRingEnd ℂ u / ‖u‖) = 1
      rw [map_div₀, Complex.conj_conj, Complex.conj_ofReal, div_mul_div_comm,
        mul_comm u, h1, ← pow_two, div_self (pow_ne_zero 2 hN)]
    · rw [div_mul_eq_mul_div, h1, pow_two, mul_div_assoc, div_self hN, mul_one]
  obtain ⟨g', rfl⟩ : ∃ g', g = g' * d := ⟨g / d, (div_mul_cancel₀ g hd).symm⟩
  obtain ⟨k, rfl⟩ : ∃ k, h = k * d := ⟨h / d, (div_mul_cancel₀ h hd).symm⟩
  obtain ⟨c, hc, r, hr⟩ := phase (g' - star k)
  have h2 := Complex.add_conj (c * star k)
  have h3 : starRingEnd ℂ (c * star k) = star c * k := by simp
  rw [h3] at h2
  refine ⟨c, hc, r + 2 * (c * star k).re, ?_⟩
  push_cast at h2 ⊢
  linear_combination d * hr + d * h2
```

## One real quadratic reaches every intermediate value

Let a and b be expectation values of A in two states, and let p, q ≥ 0 with p + q = 1. The target is w = pa + qb. If a = b, then w = a and nothing remains to be shown.

Otherwise let x give a and y₀ give b. Apply the phase result with d = b − a to

g = ⟨x, Ay₀⟩ − w⟨x, y₀⟩,
h = ⟨y₀, Ax⟩ − w⟨y₀, x⟩.

The state y = cy₀ still has norm 1 and expectation value b, and for some real r (`hcross`)

⟨x, Ay⟩ + ⟨y, Ax⟩ − w(⟨x, y⟩ + ⟨y, x⟩) = r(b − a).

Now let z = sx + ty with s = 1 − t. Since a − w = −q(b − a) and b − w = p(b − a),

⟨z, Az⟩ − w⟨z, z⟩ = (b − a)(−qs² + pt² + str).

The complex condition has become one real quadratic in t. It equals −q ≤ 0 at t = 0 and p ≥ 0 at t = 1, so the intermediate value theorem supplies a root.

The vector z is nonzero there. If sx = −ty, comparing norms gives s² = t², and comparing expectation values gives s²a = t²b. Hence s²(b − a) = 0, so s = t = 0, which contradicts s + t = 1. The normalisation criterion now puts w in the numerical range.

In the statement, `Convex ℝ` treats ℂ as a real plane: the weights p and q are real. An empty index set has no states and an empty range, and a one-dimensional space gives a single point; both are convex.

```lean
/-- **Toeplitz-Hausdorff theorem**: the expectation values of a complex matrix in all pure
states form a convex subset of the complex plane. -/
theorem numericalRange_convex (A : Matrix n n ℂ) : Convex ℝ (numericalRange A) := by
  intro a ha b hb p q hp hq hpq
  by_cases hab : b = a
  · rw [hab, ← add_smul, hpq, one_smul]
    exact ha
  obtain ⟨x, hx, hxa⟩ := ha
  obtain ⟨y₀, hy₀, hyb₀⟩ := hb
  have hd : b - a ≠ 0 := sub_ne_zero.2 hab
  rw [Complex.real_smul, Complex.real_smul]
  set w : ℂ := p * a + q * b with hw
  unfold IsState at hx hy₀
  have hs : ∀ r : ℝ, star (r : ℂ) = r := Complex.conj_ofReal
  have hE : ∀ (k : ℂ) (v : n → ℂ), expVal A (k • v) = star k * k * expVal A v := by
    intro k v
    simp only [expVal, star_smul, Matrix.mulVec_smul, smul_dotProduct, dotProduct_smul,
      smul_eq_mul]
    ring
  have hN : ∀ (k : ℂ) (v : n → ℂ), star (k • v) ⬝ᵥ (k • v) = star k * k * (star v ⬝ᵥ v) := by
    intro k v
    simp only [star_smul, smul_dotProduct, dotProduct_smul, smul_eq_mul]
    ring
  -- adjust the relative phase of the second state
  obtain ⟨y, hy, hyb, r, hcross⟩ : ∃ y : n → ℂ, star y ⬝ᵥ y = 1 ∧ expVal A y = b ∧ ∃ r : ℝ,
      (star x ⬝ᵥ A *ᵥ y + star y ⬝ᵥ A *ᵥ x) - w * (star x ⬝ᵥ y + star y ⬝ᵥ x)
        = r * (b - a) := by
    obtain ⟨c, hc, r, hr⟩ := exists_phase (star x ⬝ᵥ A *ᵥ y₀ - w * (star x ⬝ᵥ y₀))
      (star y₀ ⬝ᵥ A *ᵥ x - w * (star y₀ ⬝ᵥ x)) hd
    refine ⟨c • y₀, by rw [hN, hc, hy₀, one_mul], by rw [hE, hc, hyb₀, one_mul], r, ?_⟩
    simp only [star_smul, Matrix.mulVec_smul, smul_dotProduct, dotProduct_smul, smul_eq_mul]
    linear_combination hr
  -- a real quadratic changes sign between the two states
  obtain ⟨s, t, hst, hf⟩ : ∃ s t : ℝ, s + t = 1 ∧ -q * s ^ 2 + p * t ^ 2 + s * t * r = 0 := by
    have h0 : -q * (1 - 0) ^ 2 + p * 0 ^ 2 + (1 - 0) * 0 * r ≤ 0 := by linarith
    have h1 : 0 ≤ -q * (1 - 1) ^ 2 + p * 1 ^ 2 + (1 - 1) * 1 * r := by linarith
    have hcont : Continuous fun t : ℝ => -q * (1 - t) ^ 2 + p * t ^ 2 + (1 - t) * t * r := by
      fun_prop
    obtain ⟨t, -, ht⟩ := intermediate_value_Icc (zero_le_one' ℝ) hcont.continuousOn ⟨h0, h1⟩
    exact ⟨1 - t, t, by ring, ht⟩
  have hfC : -(q : ℂ) * s ^ 2 + p * t ^ 2 + s * t * r = 0 := by exact_mod_cast hf
  have hpqC : (p : ℂ) + q = 1 := by exact_mod_cast hpq
  refine mem_numericalRange_of_ne_zero A (x := (s : ℂ) • x + (t : ℂ) • y) ?_ ?_
  · -- proportional states would have equal expectation values
    intro hz
    have hz' : (s : ℂ) • x = (-(t : ℂ)) • y := by
      rw [neg_smul]
      exact eq_neg_of_add_eq_zero_left hz
    have e1 := congrArg (expVal A) hz'
    have e2 := congrArg (fun v => star v ⬝ᵥ v) hz'
    simp only [hE, hN, hxa, hyb, hx, hy, star_neg, hs] at e1 e2
    have e3 : (s : ℂ) * s * (b - a) = 0 := by linear_combination b * e2 - e1
    have e4 : (s : ℂ) * s = 0 := (mul_eq_zero.1 e3).resolve_right hd
    have e5 : (t : ℂ) * t = 0 := by linear_combination e4 - e2
    have s0 : s = 0 := mul_self_eq_zero.1 (by exact_mod_cast e4)
    have t0 : t = 0 := mul_self_eq_zero.1 (by exact_mod_cast e5)
    rw [s0, t0] at hst
    norm_num at hst
  · have hO : star ((s : ℂ) • x + (t : ℂ) • y) ⬝ᵥ ((s : ℂ) • x + (t : ℂ) • y)
        = s ^ 2 + t ^ 2 + s * t * (star x ⬝ᵥ y + star y ⬝ᵥ x) := by
      simp only [star_add, star_smul, add_dotProduct, dotProduct_add, smul_dotProduct,
        dotProduct_smul, smul_eq_mul, hs, hx, hy]
      ring
    rw [expVal_superpose, hO, hxa, hyb]
    rw [hw] at hcross ⊢
    linear_combination s * t * hcross + (b - a) * hfC - (s ^ 2 * a + t ^ 2 * b) * hpqC
```

## An ensemble average from one pure state

Let finitely many states ψᵢ occur with probabilities pᵢ ≥ 0, Σᵢ pᵢ = 1. The average Σᵢ pᵢ⟨ψᵢ, Aψᵢ⟩ is a convex combination of points in the numerical range, so some pure state φ satisfies

⟨φ, Aφ⟩ = Σᵢ pᵢ⟨ψᵢ, Aψᵢ⟩.

The ψᵢ need not be orthogonal, and φ may depend on A. In a finite-dimensional model, the mean of one observable therefore cannot reveal by itself that a state is mixed. `sum_mem` extends convexity from two points to finitely many.

```lean
/-- The average of `A` over a finite statistical ensemble of pure states equals the
expectation value of `A` in a single pure state. -/
theorem ensemble_average_pure {ι : Type*} [Fintype ι] (A : Matrix n n ℂ) (p : ι → ℝ)
    (ψ : ι → n → ℂ) (hp : ∀ i, 0 ≤ p i) (hsum : ∑ i, p i = 1) (hψ : ∀ i, IsState (ψ i)) :
    ∃ φ, IsState φ ∧ expVal A φ = ∑ i, (p i : ℂ) * expVal A (ψ i) := by
  obtain ⟨φ, hφ, h⟩ := (numericalRange_convex A).sum_mem (t := Finset.univ)
    (fun i _ => hp i) hsum (fun i _ => ⟨ψ i, hψ i, rfl⟩)
  exact ⟨φ, hφ, by rw [h]; simp only [Complex.real_smul]⟩
```

## Two Hermitian observables

For Hermitian H₀ and H₁ both expectation values are real, and

⟨z, (H₀ + iH₁)z⟩ = ⟨z, H₀z⟩ + i⟨z, H₁z⟩.

A pair of expectation values is thus one point of the numerical range of H₀ + iH₁. Convexity of that range supplies a state z for any mixture of two points, and the real and imaginary parts give the two required values. The observables need not commute. In the proof, `hreal` uses Hermiticity and `hA` is the displayed identity.

```lean
/-- The pairs of expectation values of two Hermitian observables in all pure states form a
convex set in the real plane. -/
theorem jointRange_two_convex (H : Fin 2 → Matrix n n ℂ) (hH : ∀ k, (H k).IsHermitian) :
    Convex ℝ (jointRange H) := by
  rintro u ⟨x, hx, hu⟩ v ⟨y, hy, hv⟩ p q hp hq hpq
  have hreal : ∀ k z, ∃ r : ℝ, expVal (H k) z = r := by
    intro k z
    refine Complex.conj_eq_iff_real.1 ?_
    change star (star z ⬝ᵥ H k *ᵥ z) = star z ⬝ᵥ H k *ᵥ z
    rw [← Matrix.star_dotProduct, Matrix.star_mulVec, (hH k).eq, ← Matrix.dotProduct_mulVec]
  -- combine both observables into one non-Hermitian matrix
  have hA : ∀ z, expVal (H 0 + Complex.I • H 1) z
      = expVal (H 0) z + Complex.I * expVal (H 1) z := by
    intro z
    simp only [expVal, Matrix.add_mulVec, Matrix.smul_mulVec, dotProduct_add,
      dotProduct_smul, smul_eq_mul]
  obtain ⟨z, hz, hzE⟩ := numericalRange_convex (H 0 + Complex.I • H 1)
    ⟨x, hx, rfl⟩ ⟨y, hy, rfl⟩ hp hq hpq
  obtain ⟨r0, h0⟩ := hreal 0 z
  obtain ⟨r1, h1⟩ := hreal 1 z
  simp only [hA, hu, hv, h0, h1] at hzE
  have e0 : r0 = p * u 0 + q * v 0 := by simpa using congrArg Complex.re hzE
  have e1 : r1 = p * u 1 + q * v 1 := by simpa using congrArg Complex.im hzE
  exact ⟨z, hz, Fin.forall_fin_two.2 ⟨by rw [h0, e0]; simp, by rw [h1, e1]; simp⟩⟩
```

Without Hermiticity the conclusion can fail. Take H₀ = σx + iσy, whose only nonzero entry is a 2 in the upper right corner, and H₁ = σz. For a state with components x₀ and x₁,

⟨x, H₀x⟩ = 2 conj(x₀)x₁,
⟨x, H₁x⟩ = |x₀|² − |x₁|².

The basis states give the pairs (0, 1) and (0, −1). Their midpoint (0, 0) would require one component to vanish and both to have equal modulus, which no normalised vector allows.

## Three Pauli matrices miss the origin

Hermiticity does not rescue convexity for three observables in general. For σx, σy, σz the two basis states give (0, 0, 1) and (0, 0, −1), with the origin as midpoint. Suppose a state x reached the origin, and set P = conj(x₀)x₁. The three conditions read

P + conj(P) = 0,
−iP + i conj(P) = 0,
|x₀|² − |x₁|² = 0.

The first two give P = 0. The third, with normalisation, gives |x₀|² = |x₁|² = 1/2, and so |P|² = |x₀|²|x₁|² = 1/4, a contradiction. For a two-level system, an equal mixture of spin up and spin down therefore has a triple of Pauli expectation values that no pure state of that system shares.

The code first checks Hermiticity entry by entry. It then derives the contradiction as `hbad`, from `hP` (P = 0) and from `hU` and `hV` (the two squared moduli).

```lean
/-- The three Pauli matrices are Hermitian, and their joint range over the pure states of a
two-level system is not convex. -/
theorem jointRange_pauli_not_convex :
    (∀ k, (pauli k).IsHermitian) ∧ ¬ Convex ℝ (jointRange pauli) := by
  constructor
  · intro k
    refine Matrix.IsHermitian.ext fun i j => ?_
    fin_cases k <;> fin_cases i <;> fin_cases j <;> simp [pauli]
  intro h
  have hup : (![0, 0, 1] : Fin 3 → ℝ) ∈ jointRange pauli := by
    refine ⟨![1, 0], by simp [IsState, dotProduct, Fin.sum_univ_two], fun k => ?_⟩
    fin_cases k <;> simp [expVal, pauli, dotProduct, Matrix.mulVec, Fin.sum_univ_two]
  have hdn : (![0, 0, -1] : Fin 3 → ℝ) ∈ jointRange pauli := by
    refine ⟨![0, 1], by simp [IsState, dotProduct, Fin.sum_univ_two], fun k => ?_⟩
    fin_cases k <;> simp [expVal, pauli, dotProduct, Matrix.mulVec, Fin.sum_univ_two]
  -- the midpoint of the two poles is the origin
  have hmid : (0 : Fin 3 → ℝ) ∈ jointRange pauli := by
    have := h hup hdn (show (0 : ℝ) ≤ 1 / 2 by norm_num) (show (0 : ℝ) ≤ 1 / 2 by norm_num)
      (by norm_num)
    convert this using 1
    ext k
    fin_cases k <;> simp
  obtain ⟨x, hx, h0⟩ := hmid
  have en : star (x 0) * x 0 + star (x 1) * x 1 = 1 := by
    simpa [IsState, dotProduct, Fin.sum_univ_two] using hx
  have e0 : star (x 0) * x 1 + star (x 1) * x 0 = 0 := by
    simpa [expVal, pauli, dotProduct, Matrix.mulVec, Fin.sum_univ_two] using h0 0
  have e1 : star (x 0) * (-(Complex.I * x 1)) + star (x 1) * (Complex.I * x 0) = 0 := by
    simpa [expVal, pauli, dotProduct, Matrix.mulVec, Fin.sum_univ_two] using h0 1
  have e2 : star (x 0) * x 0 + star (x 1) * (-x 1) = 0 := by
    simpa [expVal, pauli, dotProduct, Matrix.mulVec, Fin.sum_univ_two] using h0 2
  have hP : star (x 0) * x 1 = 0 := by
    linear_combination (1 / 2) * e0 + (Complex.I / 2) * e1
      + (star (x 0) * x 1 - star (x 1) * x 0) / 2 * Complex.I_sq
  have hU : star (x 0) * x 0 = 1 / 2 := by linear_combination (1 / 2) * en + (1 / 2) * e2
  have hV : star (x 1) * x 1 = 1 / 2 := by linear_combination (1 / 2) * en - (1 / 2) * e2
  have hbad : (1 / 4 : ℂ) = 0 := by
    linear_combination (star (x 1) * x 0) * hP - (star (x 1) * x 1) * hU - (1 / 2) * hV
  norm_num at hbad

end

end ToeplitzHausdorff
```

```lean
#print axioms ToeplitzHausdorff.numericalRange_convex
#print axioms ToeplitzHausdorff.ensemble_average_pure
#print axioms ToeplitzHausdorff.jointRange_two_convex
#print axioms ToeplitzHausdorff.jointRange_pauli_not_convex
```

```
'ToeplitzHausdorff.numericalRange_convex' depends on axioms: [propext, Classical.choice, Quot.sound]
'ToeplitzHausdorff.ensemble_average_pure' depends on axioms: [propext, Classical.choice, Quot.sound]
'ToeplitzHausdorff.jointRange_two_convex' depends on axioms: [propext, Classical.choice, Quot.sound]
'ToeplitzHausdorff.jointRange_pauli_not_convex' depends on axioms: [propext, Classical.choice, Quot.sound]
```
